# Structure factors S(0) to S(M) determine real charges on N distinct known sites of a one-dimensional cell exactly when N ≤ 2M+1

Suppose that point charges sit on known sites of a periodic one-dimensional cell, and that their values are to be recovered from the lowest few structure factors. With too many sites the recovery fails: different charge sets give identical data, and a fit returns one of them with nothing in the data to prefer it. The smallest case has a charge +1 at the origin and −1 at the middle of the cell. If only the total charge is known, this cell looks the same as an empty one.

Take the cell length as the unit of length, so that the N sites have positions x_j in [0,1), with j = 0, …, N−1. For real charges q_j and an integer index m, the structure factor is

S(m) = Σ_j q_j exp(2πi m x_j).

The claim is that, for distinct sites, S(0), …, S(M) determine the charges if and only if N ≤ 2M+1. Alternating unit charges on 2M+2 equally spaced sites show the failure at the first excluded N.

In a one-dimensional Ewald sum cut off at |m| ≤ M, the reciprocal-space energy depends on the charges only through these S(m). A charge pattern for which they all vanish therefore contributes nothing to that part of the energy.

## Counting real conditions

S is linear in the charges. Two charge sets with the same data differ by a set whose structure factors vanish for m = 0, …, M, so uniqueness means that only q = 0 has vanishing data.

**At most 2M+1 sites.** Let S(m) = 0 for m = 0, …, M. Since the charges are real,

S(−m) = Σ_j q_j exp(−2πi m x_j) = conj S(m),

and S(m) vanishes for all m from −M to M. Now set

z_j = exp(2πi x_j),  c_j = q_j exp(−2πi M x_j).

For k = 0, …, 2M this gives

Σ_j c_j z_j^k = Σ_j q_j exp(2πi (k−M) x_j) = S(k−M) = 0.

The z_j are distinct. If z_i = z_j, then x_i − x_j is an integer, and it lies strictly between −1 and 1, so it is zero.

Fix a site l and let P(z) = Π_{j≠l} (z − z_j). Its degree is N−1 ≤ 2M, so a linear combination of the equations above gives

0 = Σ_j c_j P(z_j) = c_l P(z_l).

Since P(z_l) ≠ 0, c_l = 0. The exponential in c_l has modulus one, so q_l = 0. This holds for every l.

**More than 2M+1 sites.** S(0) = Σ_j q_j is real and S(1), …, S(M) are complex. Their vanishing amounts to 1 + 2M real linear equations for N real unknowns. If N > 2M+1, there is a nonzero solution, and it has the same data as q = 0.

**An explicit invisible crystal.** Take x_j = j/(2M+2) and q_j = (−1)^j for j = 0, …, 2M+1. Then

S(m) = Σ_j w^j,  w = −exp(2πi m/(2M+2)).

Because 2M+2 is even, w^(2M+2) = exp(2πi m) = 1. The equation w = 1 would require exp(πi m/(M+1)) = −1, which makes m an odd multiple of M+1. No such multiple lies between 0 and M, so for these m

S(m) = (w^(2M+2) − 1)/(w − 1) = 0.

At m = M+1 the ratio w is 1 and the sum is 2M+2, so this reflection does see the crystal; the Lean code below does not prove this value.

## Sites and charges as real functions on Fin N

```lean
import Mathlib

open scoped Real ComplexConjugate

namespace ChargesFromStructureFactors

noncomputable section

/-- The structure factor `S(m) = ∑ j, q j * exp (2 π i m x j)` of charges `q` at positions `x`
in a one-dimensional cell of unit length. -/
def structureFactor {N : ℕ} (x q : Fin N → ℝ) (m : ℤ) : ℂ :=
  ∑ j, (q j : ℂ) * Complex.exp (2 * π * Complex.I * m * x j)
```

The type `Fin N` labels the sites from 0 to N−1, and `x` and `q` assign each site a real position and a real charge. The index `m` is an integer, which allows negative values; the corresponding wave number in physical units is 2πm divided by the cell length. The definition uses a plus sign in the exponent and no normalising factor. In the theory of liquids, "structure factor" usually means an averaged squared modulus. Here it is the complex amplitude, weighted by charge.

The next two definitions describe the explicit crystal.

```lean
/-- Equally spaced sites `j / (2M+2)`, for `j = 0, ..., 2M+1`. -/
def equalSites (M : ℕ) (j : Fin (2 * M + 2)) : ℝ := (j : ℕ) / (2 * (M : ℝ) + 2)

/-- Unit charges of alternating sign on `2M+2` sites. -/
def alternatingCharges (M : ℕ) (j : Fin (2 * M + 2)) : ℝ := (-1) ^ (j : ℕ)
```

## Friedel's law and distinct phases

```lean
/-- Friedel's law: for real charges, reversing the wave number conjugates the structure factor. -/
theorem friedel {N : ℕ} (x q : Fin N → ℝ) (m : ℤ) :
    structureFactor x q (-m) = conj (structureFactor x q m) := by
  unfold structureFactor
  rw [map_sum]
  refine Finset.sum_congr rfl fun j _ => ?_
  have h2 : conj (2 : ℂ) = 2 := Complex.ext (by simp) (by simp)
  rw [map_mul, Complex.conj_ofReal, ← Complex.exp_conj]
  congr 2
  simp [h2]
```

Friedel's law is often quoted for intensities; this is the stronger relation between amplitudes. The proof moves the conjugation inside the sum and compares terms. `Complex.conj_ofReal` leaves the real charge unchanged, and `Complex.exp_conj` moves the conjugation into the exponent, where it reverses the sign of i.

```lean
/-- Two positions in the cell `[0,1)` with the same phase `exp (2 π i x)` coincide. -/
theorem phase_injective {x y : ℝ} (hx : x ∈ Set.Ico (0 : ℝ) 1) (hy : y ∈ Set.Ico (0 : ℝ) 1)
    (h : Complex.exp (2 * π * Complex.I * x) = Complex.exp (2 * π * Complex.I * y)) :
    x = y := by
  obtain ⟨n, hn⟩ := Complex.exp_eq_exp_iff_exists_int.1 h
  have hc : (x : ℂ) = y + n :=
    mul_left_cancel₀ Complex.two_pi_I_ne_zero (by linear_combination hn)
  have hr : x = y + n := by exact_mod_cast hc
  -- the positions differ by an integer smaller than one in magnitude
  have h1 : (n : ℝ) < 1 := by linarith [hx.2, hy.1]
  have h2 : (-1 : ℝ) < n := by linarith [hx.1, hy.2]
  have h1' : n < 1 := by exact_mod_cast h1
  have h2' : -1 < n := by exact_mod_cast h2
  have h0 : n = 0 := by omega
  rw [hr, h0]
  simp
```

Equality of two exponentials gives an integer `n` such that the exponents differ by 2πi n. Cancelling 2πi leaves x = y + n. The bounds of the cell place `n` strictly between −1 and 1, and `omega` concludes that it is zero.

## At most 2M+1 charges with vanishing data are zero

```lean
/-- If at most `2M+1` real charges at distinct positions in `[0,1)` have vanishing structure
factors `S(0), ..., S(M)`, then all charges are zero. -/
theorem charges_eq_zero {N M : ℕ} {x q : Fin N → ℝ} (hx : ∀ j, x j ∈ Set.Ico (0 : ℝ) 1)
    (hinj : Function.Injective x) (hN : N ≤ 2 * M + 1)
    (hS : ∀ m : ℕ, m ≤ M → structureFactor x q m = 0) : q = 0 := by
  -- Friedel's law supplies the negative wave numbers
  have hall : ∀ m : ℤ, -(M : ℤ) ≤ m → m ≤ M → structureFactor x q m = 0 := by
    intro m h1 h2
    obtain ⟨n, rfl | rfl⟩ := m.eq_nat_or_neg
    · exact hS n (by omega)
    · rw [friedel, hS n (by omega), map_zero]
  let z : Fin N → ℂ := fun j => Complex.exp (2 * π * Complex.I * x j)
  let c : Fin N → ℂ := fun j => q j * Complex.exp (2 * π * Complex.I * (-(M : ℂ)) * x j)
  have hz : Function.Injective z := fun i j h => hinj (phase_injective (hx i) (hx j) h)
  -- the shifted charges solve a homogeneous Vandermonde system
  have hc : Matrix.vecMul c (Matrix.vandermonde z) = 0 := by
    funext k
    have hk := hall ((k : ℕ) - (M : ℤ)) (by omega) (by have := k.isLt; omega)
    change ∑ j, c j * z j ^ (k : ℕ) = 0
    rw [← hk]
    unfold structureFactor
    refine Finset.sum_congr rfl fun j _ => ?_
    simp only [c, z]
    rw [← Complex.exp_nat_mul, mul_assoc, ← Complex.exp_add]
    congr 2
    push_cast
    ring
  have h0 := Matrix.eq_zero_of_vecMul_eq_zero (Matrix.det_vandermonde_ne_zero_iff.2 hz) hc
  funext j
  have hj : (q j : ℂ) * Complex.exp (2 * π * Complex.I * (-(M : ℂ)) * x j) = 0 := congrFun h0 j
  have hq := (mul_eq_zero.1 hj).resolve_right (Complex.exp_ne_zero _)
  exact_mod_cast hq
```

The hypothesis `hx` places every site in the cell, `hinj` says that the sites are distinct, and `hS` is the vanishing of S(0), …, S(M). The conclusion `q = 0` is an equality of functions: every charge is zero. Together, `hx` and `hinj` ensure that no two sites are lattice translates of each other. Charges +1 and −1 at positions 0 and 1 would cancel in every structure factor.

The step `hall` extends the vanishing to negative indices by Friedel's law. The functions `z` and `c` are the z_j and c_j of the derivation, and `hc` collects the equations Σ_j c_j z_j^k = 0. Its proof combines the two exponentials in each term and recognises S(k−M). At the end, the nonzero exponential is removed from c_j to leave q_j = 0.

### The Vandermonde matrix in place of the polynomial P

The polynomial argument is replaced by a determinant. The Mathlib matrix `Matrix.vandermonde z` has entry z_j^k in row j and column k, so its rows belong to sites and its columns to powers. The equations sum over sites, which means that the vector `c` multiplies from the left; this is `Matrix.vecMul`.

The matrix is square, of size N. It therefore uses only k = 0, …, N−1, that is, the structure factors from S(−M) to S(N−1−M). The bound `hN` enters here: it guarantees N−1−M ≤ M, so that every column corresponds to a structure factor known to vanish.

Two library results finish the argument. `Matrix.det_vandermonde_ne_zero_iff` states that the determinant is nonzero exactly when `z` is injective, and its direction `.2` turns distinct phases into a nonzero determinant. `Matrix.eq_zero_of_vecMul_eq_zero` then gives `c` = 0. No inverse matrix has to be constructed.

## Invisible charges on any larger set of sites

```lean
/-- For any positions of more than `2M+1` charges there is a real charge assignment, not
identically zero, whose structure factors `S(0), ..., S(M)` all vanish. -/
theorem exists_invisible_charges {N M : ℕ} (x : Fin N → ℝ) (hN : 2 * M + 1 < N) :
    ∃ q : Fin N → ℝ, q ≠ 0 ∧ ∀ m : ℕ, m ≤ M → structureFactor x q m = 0 := by
  -- one real and `M` complex linear conditions
  let L : (Fin N → ℝ) →ₗ[ℝ] ℝ × (Fin M → ℂ) :=
    { toFun := fun q => (∑ j, q j, fun m => structureFactor x q (((m : ℕ) + 1 : ℕ) : ℤ))
      map_add' := by
        intro q r
        refine Prod.ext ?_ (funext fun m => ?_)
        · simp [Finset.sum_add_distrib]
        · simp [structureFactor, add_mul, Finset.sum_add_distrib]
      map_smul' := by
        intro a q
        refine Prod.ext ?_ (funext fun m => ?_)
        · simp [Finset.mul_sum]
        · simp [structureFactor, Finset.mul_sum, mul_assoc] }
  have hdim : Module.finrank ℝ (ℝ × (Fin M → ℂ)) < Module.finrank ℝ (Fin N → ℝ) := by
    simp [Module.finrank_prod, Module.finrank_pi_fintype, Complex.finrank_real_complex]
    omega
  obtain ⟨q, hq, hq0⟩ :=
    (Submodule.ne_bot_iff _).1 (LinearMap.ker_ne_bot_of_finrank_lt (f := L) hdim)
  have hL : L q = 0 := hq
  refine ⟨q, hq0, fun m hm => ?_⟩
  rcases m with _ | m
  · have h : ∑ j, q j = 0 := congrArg Prod.fst hL
    have h' : ∑ j, (q j : ℂ) = 0 := by exact_mod_cast h
    simpa [structureFactor] using h'
  · exact congrFun (congrArg Prod.snd hL) ⟨m, by omega⟩
```

There is no condition on the positions in this theorem. The linear map `L` sends a charge set to its data. Its first component is the real number Σ_j q_j and not the complex number S(0), which gives the target real dimension 1 + 2M and not 2 + 2M. The second component is indexed by `Fin M`, starting at zero, so its entry `m` holds S(m+1). For M = 0 it is empty and only the total charge remains.

The inequality `hdim` compares dimensions, and `LinearMap.ker_ne_bot_of_finrank_lt` supplies a nonzero charge set in the kernel. The final case distinction reads S(0) = 0 from the first component and the other equations from the second.

## The equivalence for a fixed set of sites

```lean
/-- For `N` distinct positions in `[0,1)`, the structure factors `S(0), ..., S(M)` determine
the real charges uniquely if and only if `N ≤ 2M+1`. -/
theorem charges_determined_iff {N M : ℕ} {x : Fin N → ℝ} (hx : ∀ j, x j ∈ Set.Ico (0 : ℝ) 1)
    (hinj : Function.Injective x) :
    (∀ q r : Fin N → ℝ,
      (∀ m : ℕ, m ≤ M → structureFactor x q m = structureFactor x r m) → q = r) ↔
      N ≤ 2 * M + 1 := by
  constructor
  · intro h
    by_contra hN
    obtain ⟨q, hq0, hq⟩ := exists_invisible_charges (M := M) x (by omega)
    exact hq0 (h q 0 fun m hm => by rw [hq m hm]; simp [structureFactor])
  · intro hN q r h
    -- the difference of the two charge sets has vanishing structure factors
    refine sub_eq_zero.1 (charges_eq_zero hx hinj hN fun m hm => ?_)
    have hsub : structureFactor x (q - r) m = structureFactor x q m - structureFactor x r m := by
      simp [structureFactor, sub_mul, Finset.sum_sub_distrib]
    rw [hsub, h m hm, sub_self]
```

The left side of the equivalence says that any two real charge sets `q` and `r` on the given sites with equal S(0), …, S(M) are equal. The right side is the bound on N. In one direction, a violated bound provides an invisible nonzero charge set, which is compared with zero. In the other, `charges_eq_zero` is applied to `q - r`, whose structure factors are the differences of the original ones.

The positions are given and the structure factors are exact complex numbers. Diffraction intensities give only the moduli |S(m)|, which are the same for the charges q and −q, so the uniqueness statement does not carry over to them. Uniqueness also gives no bound on how strongly errors in the data are amplified, for instance when two sites nearly coincide.

## Alternating charges on 2M+2 sites

```lean
/-- The `2M+2` equally spaced sites are distinct points of `[0,1)`, and alternating unit charges
on them have vanishing structure factors `S(0), ..., S(M)`. -/
theorem alternating_invisible (M : ℕ) :
    (∀ j, equalSites M j ∈ Set.Ico (0 : ℝ) 1) ∧ Function.Injective (equalSites M) ∧
      ∀ m : ℕ, m ≤ M → structureFactor (equalSites M) (alternatingCharges M) m = 0 := by
  have hpos : (0 : ℝ) < 2 * (M : ℝ) + 2 := by positivity
  refine ⟨fun j => ⟨?_, ?_⟩, fun i j h => ?_, fun m hm => ?_⟩
  · unfold equalSites
    positivity
  · have hj : ((j : ℕ) : ℝ) < 2 * (M : ℝ) + 2 := by exact_mod_cast j.isLt
    exact (div_lt_one hpos).2 hj
  · have h' := (div_left_inj' hpos.ne').1 h
    exact Fin.ext (by exact_mod_cast h')
  · have hne : (2 * (M : ℂ) + 2) ≠ 0 := by exact_mod_cast hpos.ne'
    have hd : (m : ℂ) / (2 * M + 2) * (2 * M + 2) = m := div_mul_cancel₀ _ hne
    let a : ℂ := 2 * π * Complex.I * ((m : ℂ) / (2 * M + 2))
    -- the structure factor is a geometric sum with ratio `-exp a`
    have hsum : structureFactor (equalSites M) (alternatingCharges M) m =
        ∑ j ∈ Finset.range (2 * M + 2), (-Complex.exp a) ^ j := by
      rw [← Fin.sum_univ_eq_sum_range (fun j => (-Complex.exp a) ^ j)]
      unfold structureFactor
      refine Finset.sum_congr rfl fun j _ => ?_
      rw [neg_pow, ← Complex.exp_nat_mul]
      simp only [alternatingCharges, equalSites, a]
      push_cast
      congr 2
      ring
    have hpow : (-Complex.exp a) ^ (2 * M + 2) = 1 := by
      rw [Even.neg_pow ⟨M + 1, by ring⟩, ← Complex.exp_nat_mul, Complex.exp_eq_one_iff]
      refine ⟨m, ?_⟩
      simp only [a]
      push_cast
      linear_combination (2 * π * Complex.I) * hd
    have hw : -Complex.exp a ≠ 1 := by
      intro h
      have h1 : Complex.exp a = Complex.exp (π * Complex.I) := by
        rw [Complex.exp_pi_mul_I]
        linear_combination -h
      obtain ⟨n, hn⟩ := Complex.exp_eq_exp_iff_exists_int.1 h1
      simp only [a] at hn
      have hc : (m : ℂ) = (M + 1) * (1 + 2 * n) :=
        mul_left_cancel₀ Complex.two_pi_I_ne_zero
          (by linear_combination (2 * (M : ℂ) + 2) * hn - (2 * π * Complex.I) * hd)
      have hi : (m : ℤ) = (M + 1) * (1 + 2 * n) := by exact_mod_cast hc
      have hm' : (m : ℤ) ≤ M := by exact_mod_cast hm
      -- no odd multiple of `M+1` lies between `0` and `M`
      rcases le_or_gt 0 n with h0 | h0
      · nlinarith [mul_nonneg (Int.natCast_nonneg M) h0]
      · have h2 : 1 + 2 * n ≤ -1 := by omega
        nlinarith [Int.natCast_nonneg M, Int.natCast_nonneg m]
    rw [hsum, geom_sum_eq hw, hpow, sub_self, zero_div]

end

end ChargesFromStructureFactors
```

The theorem has three parts: the sites lie in the cell, they are distinct, and S(0), …, S(M) vanish. The example therefore satisfies every hypothesis of `charges_eq_zero` except the bound on N, which it exceeds by one. For M = 0 it is the pair of opposite charges from the beginning.

The first two parts follow from the positive denominator 2M+2. For the third, `a` is 2πi m/(2M+2), and `hsum` writes the structure factor as a geometric sum with ratio `-Complex.exp a`, the w of the derivation. The step `hpow` shows that w^(2M+2) = 1.

The step `hw` excludes w = 1. That equality would give m = (M+1)(1+2n) for some integer n. If n ≥ 0, the right side is at least M+1; if n < 0, it is negative. Both contradict 0 ≤ m ≤ M. With the ratio different from 1, `geom_sum_eq` gives the closed form, whose numerator is zero.

```lean
#print axioms ChargesFromStructureFactors.charges_determined_iff
#print axioms ChargesFromStructureFactors.alternating_invisible
```

```
'ChargesFromStructureFactors.charges_determined_iff' depends on axioms: [propext, Classical.choice, Quot.sound]
'ChargesFromStructureFactors.alternating_invisible' depends on axioms: [propext, Classical.choice, Quot.sound]
```
